# Modulus step and renormalised quartic term in a Landau model with one soft mode and one strain

Let $Q$ be the amplitude of a soft mode and $e$ a single strain component, both real, with the energy per unit reference volume

$$F(Q,e)=\frac{A}{2}Q^2+\frac{b}{4}Q^4+g\,e\,Q^2+\frac{C}{2}e^2 .$$

Here $A/2$ is the quadratic coefficient of the mode at zero strain, $b/4$ with $b>0$ its quartic coefficient at fixed strain, $g$ the coupling and $C>0$ the elastic modulus at fixed $Q$. The signs of $A$ and $g$ are free. Write $G(e)$ for the minimum of $F$ over $Q$.

I expect that $G''(e)=C$ where $A+2ge>0$, and that $G''(e)=C-2g^2/b$ where $A+2ge<0$. If I minimise over $e$ instead, I expect a Landau polynomial in $Q$ with quartic coefficient $(b-2g^2/C)/4$. I would like to see both claims derived without gaps, including what happens at $A+2ge=0$, and checked in Lean 4. Can that be done?

## Relaxing the mode at fixed strain

Yes. Put $x=A+2ge$, so that $F=\tfrac C2e^2+\tfrac x2Q^2+\tfrac b4Q^4$, and let $m=\min(x,0)$. Completing the square in $Q^2$ gives

$$F=\frac{C}{2}e^2-\frac{m^2}{4b}+\frac{(bQ^2+m)^2}{4b}+\frac{x-m}{2}Q^2 .$$

The last two terms are never negative, because $b>0$ and $m\le x$. Both vanish at $Q^2=-m/b$, which is allowed because $m\le 0$: the first does so by construction, and the second because either $m=x$ or $m=0$. Hence

$$G(e)=\frac{C}{2}e^2-\frac{\min(A+2ge,0)^2}{4b}.$$

The mode is zero where $A+2ge\ge 0$ and condensed where $A+2ge<0$.

The function $\min(y,0)^2$ has derivative $2\min(y,0)$ everywhere. Away from $y=0$ this is clear. At $y=0$ the function lies between $0$ and $y^2$, so its slope there is zero. By the chain rule, the stress is

$$G'(e)=Ce-\frac{g}{b}\min(A+2ge,0).$$

Where $A+2ge>0$ the stress is $Ce$, with slope $C$. Where $A+2ge<0$ it is $Ce-g(A+2ge)/b$, with slope $C-2g^2/b$. If $g\neq0$, the two slopes differ, so the stress is continuous but has a kink at $A+2ge=0$, and $G''$ does not exist there.

Differentiating $F$ twice in $e$ with $Q$ held at its equilibrium value gives $C$ on both sides and so misses the step. In the condensed phase the mode follows the strain, and the modulus is

$$F_{ee}-\frac{F_{eQ}^2}{F_{QQ}}=C-\frac{(2gQ)^2}{2bQ^2}=C-\frac{2g^2}{b},$$

where subscripts denote partial derivatives and $F_{QQ}=x+3bQ^2=2bQ^2$ at the minimum.

## Relaxing the strain at fixed amplitude

Completing the square in $e$ gives

$$F=\frac A2Q^2+\frac14\left(b-\frac{2g^2}{C}\right)Q^4+\frac C2\left(e+\frac{gQ^2}{C}\right)^2 .$$

The minimum is at $e=-gQ^2/C$, and the first two terms are the relaxed energy.

Multiplying $C-2g^2/b$ by $b$, or $b-2g^2/C$ by $C$, gives $bC-2g^2$ in both cases. The modulus of the condensed phase and the renormalised quartic coefficient are therefore positive under the same condition, $2g^2<bC$.

## Numbers for one set of coefficients

Take $A=1$, $b=2$, $g=1$, $C=3$ in dimensionless units. The mode condenses for $e<-\tfrac12$. At $e=-1$ we have $A+2ge=-1$, so $Q^2=\tfrac12$ and

$$G(-1)=\tfrac32-\tfrac18=\tfrac{11}{8},$$

which agrees with direct substitution: $\tfrac14+\tfrac18-\tfrac12+\tfrac32=\tfrac{11}{8}$. The stress is $-\tfrac52$ at $e=-1$ and $-\tfrac32$ at $e=-\tfrac12$, so its slope between them is $2=C-2g^2/b$, against $3$ on the other side. With the strain relaxed, the coefficient of $Q^4$ falls from $\tfrac12$ to $\tfrac13$.

## The model and its theorems in Lean

```lean
import Mathlib

open Filter Topology

namespace SoftModeStrainCoupling

noncomputable section

/-- Landau energy of a soft-mode amplitude `Q` coupled to a strain `e` through `g e Q²`. -/
def landauEnergy (A b g C Q e : ℝ) : ℝ :=
  A * Q ^ 2 / 2 + b * Q ^ 4 / 4 + g * e * Q ^ 2 + C * e ^ 2 / 2

/-- Elastic energy at strain `e` when the soft mode relaxes: the infimum over `Q`. -/
def elasticEnergy (A b g C e : ℝ) : ℝ := ⨅ Q : ℝ, landauEnergy A b g C Q e

/-- Energy of the soft mode at amplitude `Q` when the strain relaxes: the infimum over `e`. -/
def strainRelaxedEnergy (A b g C Q : ℝ) : ℝ := ⨅ e : ℝ, landauEnergy A b g C Q e

/-- At fixed strain the energy has a minimum over the soft-mode amplitude, and its value is
`C e²/2 - min(A + 2 g e, 0)²/(4 b)`. -/
theorem isLeast_over_mode {b : ℝ} (hb : 0 < b) (A g C e : ℝ) :
    IsLeast (Set.range fun Q : ℝ => landauEnergy A b g C Q e)
      (C * e ^ 2 / 2 - (min (A + 2 * g * e) 0) ^ 2 / (4 * b)) := by
  -- complete the square in `Q²`
  have key : ∀ m Q : ℝ, landauEnergy A b g C Q e =
      C * e ^ 2 / 2 - m ^ 2 / (4 * b) + (b * Q ^ 2 + m) ^ 2 / (4 * b)
        + (A + 2 * g * e - m) / 2 * Q ^ 2 := by
    intro m Q
    unfold landauEnergy
    field_simp
    ring
  have hm0 : min (A + 2 * g * e) 0 ≤ 0 := min_le_right _ _
  have hma : min (A + 2 * g * e) 0 ≤ A + 2 * g * e := min_le_left _ _
  have hcase : min (A + 2 * g * e) 0 = A + 2 * g * e ∨ min (A + 2 * g * e) 0 = 0 :=
    min_choice _ _
  generalize min (A + 2 * g * e) 0 = m at hm0 hma hcase ⊢
  constructor
  · -- the minimum sits at `Q² = -m / b`
    refine ⟨Real.sqrt (-m / b), ?_⟩
    have hQ : Real.sqrt (-m / b) ^ 2 = -m / b :=
      Real.sq_sqrt (div_nonneg (by linarith) hb.le)
    have h1 : b * (-m / b) + m = 0 := by
      have : b * (-m / b) = -m := by field_simp
      linarith
    have h2 : (A + 2 * g * e - m) / 2 * (-m / b) = 0 := by
      rcases hcase with h | h
      · rw [← h]; simp
      · rw [h]; simp
    show landauEnergy A b g C (Real.sqrt (-m / b)) e = _
    rw [key m, hQ, h1, h2]
    simp
  · rintro _ ⟨Q, rfl⟩
    show _ ≤ landauEnergy A b g C Q e
    rw [key m Q]
    have h1 : 0 ≤ (b * Q ^ 2 + m) ^ 2 / (4 * b) := by positivity
    have h2 : 0 ≤ (A + 2 * g * e - m) / 2 * Q ^ 2 :=
      mul_nonneg (by linarith) (sq_nonneg Q)
    linarith

/-- Closed form of the elastic energy with the soft mode relaxed. -/
theorem elasticEnergy_eq {b : ℝ} (hb : 0 < b) (A g C e : ℝ) :
    elasticEnergy A b g C e =
      C * e ^ 2 / 2 - (min (A + 2 * g * e) 0) ^ 2 / (4 * b) :=
  (isLeast_over_mode hb A g C e).csInf_eq

/-- The squared negative part `min(x, 0)²` has derivative `2 min(x, 0)` at every `x`. -/
theorem hasDerivAt_min_sq (x : ℝ) :
    HasDerivAt (fun y : ℝ => (min y 0) ^ 2) (2 * min x 0) x := by
  rw [hasDerivAt_iff_isLittleO]
  refine Asymptotics.IsBigO.trans_isLittleO ?_
    (Asymptotics.isLittleO_pow_sub_sub x (m := 2) (by norm_num))
  -- the remainder is at most `(y - x)²`
  refine Asymptotics.IsBigO.of_bound 1 (Eventually.of_forall fun y => ?_)
  have hn : ‖‖y - x‖ ^ 2‖ = (y - x) ^ 2 := by
    rw [norm_pow, norm_norm, Real.norm_eq_abs, sq_abs]
  rw [hn, Real.norm_eq_abs, abs_le]
  simp only [smul_eq_mul]
  rcases le_total x 0 with hx | hx <;> rcases le_total y 0 with hy | hy <;>
    simp only [min_eq_left, min_eq_right, hx, hy] <;> constructor <;>
    nlinarith [sq_nonneg x, sq_nonneg y, sq_nonneg (y - x)]

/-- The stress, the first derivative of the elastic energy, exists at every strain and equals
`C e - g min(A + 2 g e, 0)/b`. -/
theorem hasDerivAt_elasticEnergy {b : ℝ} (hb : 0 < b) (A g C e : ℝ) :
    HasDerivAt (elasticEnergy A b g C) (C * e - g * min (A + 2 * g * e) 0 / b) e := by
  have hG : elasticEnergy A b g C =
      fun x => C / 2 * (x * x) - 1 / (4 * b) * (min (A + 2 * g * x) 0) ^ 2 := by
    funext x
    rw [elasticEnergy_eq hb]
    ring
  have h1 : HasDerivAt (fun x : ℝ => A + 2 * g * x) (2 * g) e :=
    (((hasDerivAt_id' e).const_mul (2 * g)).const_add A).congr_deriv (by ring)
  have h2 : HasDerivAt (fun x : ℝ => (min (A + 2 * g * x) 0) ^ 2)
      (2 * min (A + 2 * g * e) 0 * (2 * g)) e := by
    have hcomp := (hasDerivAt_min_sq (A + 2 * g * e)).comp e h1
    exact hcomp
  have h3 : HasDerivAt (fun x : ℝ => C / 2 * (x * x)) (C * e) e :=
    (((hasDerivAt_id' e).fun_mul (hasDerivAt_id' e)).const_mul (C / 2)).congr_deriv (by ring)
  rw [hG]
  refine (h3.fun_sub (h2.const_mul (1 / (4 * b)))).congr_deriv ?_
  generalize min (A + 2 * g * e) 0 = m
  ring

/-- The elastic modulus, the second derivative of the elastic energy, is `C` where
`A + 2 g e > 0` and `C - 2 g²/b` where `A + 2 g e < 0`. -/
theorem elastic_modulus {b : ℝ} (hb : 0 < b) (A g C e : ℝ) :
    (0 < A + 2 * g * e → HasDerivAt (deriv (elasticEnergy A b g C)) C e) ∧
    (A + 2 * g * e < 0 →
      HasDerivAt (deriv (elasticEnergy A b g C)) (C - 2 * g ^ 2 / b) e) := by
  have hd : deriv (elasticEnergy A b g C) =
      fun x => C * x - g * min (A + 2 * g * x) 0 / b :=
    funext fun x => (hasDerivAt_elasticEnergy hb A g C x).deriv
  rw [hd]
  constructor
  · intro h
    have hev : {x : ℝ | 0 < A + 2 * g * x} ∈ 𝓝 e :=
      (isOpen_lt (by fun_prop) (by fun_prop)).mem_nhds h
    have hl : HasDerivAt (fun x : ℝ => C * x) C e :=
      ((hasDerivAt_id' e).const_mul C).congr_deriv (by ring)
    refine hl.congr_of_eventuallyEq ?_
    filter_upwards [hev] with x hx
    have hx' : 0 < A + 2 * g * x := hx
    rw [min_eq_right hx'.le]
    ring
  · intro h
    have hev : {x : ℝ | A + 2 * g * x < 0} ∈ 𝓝 e :=
      (isOpen_lt (by fun_prop) (by fun_prop)).mem_nhds h
    have hl : HasDerivAt (fun x : ℝ => (C - 2 * g ^ 2 / b) * x - g * A / b)
        (C - 2 * g ^ 2 / b) e :=
      (((hasDerivAt_id' e).const_mul (C - 2 * g ^ 2 / b)).sub_const (g * A / b)).congr_deriv
        (by ring)
    refine hl.congr_of_eventuallyEq ?_
    filter_upwards [hev] with x hx
    have hx' : A + 2 * g * x < 0 := hx
    rw [min_eq_left hx'.le]
    ring

/-- For nonzero coupling the stress is not differentiable at the strain where
`A + 2 g e = 0`. -/
theorem no_modulus_at_transition {b g : ℝ} (hb : 0 < b) (hg : g ≠ 0) (A C e : ℝ)
    (he : A + 2 * g * e = 0) :
    ¬ DifferentiableAt ℝ (deriv (elasticEnergy A b g C)) e := by
  intro h
  have hd : ∀ x, deriv (elasticEnergy A b g C) x =
      C * x - g * min (A + 2 * g * x) 0 / b :=
    fun x => (hasDerivAt_elasticEnergy hb A g C x).deriv
  have h0 : DifferentiableAt ℝ (deriv (elasticEnergy A b g C))
      ((fun x : ℝ => e + x / (2 * g)) 0) := by
    have h00 : e + 0 / (2 * g) = e := by simp
    simpa only [h00] using h
  have h' : DifferentiableAt ℝ
      (fun x : ℝ => deriv (elasticEnergy A b g C) (e + x / (2 * g))) 0 :=
    DifferentiableAt.comp (f := fun x : ℝ => e + x / (2 * g)) (0 : ℝ) h0 (by fun_prop)
  -- a differentiable stress would make the absolute value differentiable at zero
  have habs : (abs : ℝ → ℝ) = fun x => x - 2 * (b / g) *
      (C * (e + x / (2 * g)) - deriv (elasticEnergy A b g C) (e + x / (2 * g))) := by
    funext x
    have hx : 2 * g * (x / (2 * g)) = x := by field_simp
    have harg : A + 2 * g * (e + x / (2 * g)) = x := by linear_combination he + hx
    have hm : |x| = x - 2 * min x 0 := by
      rcases le_total x 0 with h1 | h1
      · rw [abs_of_nonpos h1, min_eq_left h1]; ring
      · rw [abs_of_nonneg h1, min_eq_right h1]; ring
    have hc : b / g * (g * min x 0 / b) = min x 0 := by field_simp
    rw [hd, harg]
    linear_combination hm + 2 * hc
  apply not_differentiableAt_abs_zero
  rw [habs]
  exact DifferentiableAt.fun_sub (by fun_prop)
    (DifferentiableAt.const_mul (DifferentiableAt.fun_sub (by fun_prop) h') _)

/-- At fixed amplitude the energy has a minimum over the strain, and the relaxed energy is
a Landau polynomial with quartic coefficient `(b - 2 g²/C)/4`. -/
theorem strainRelaxedEnergy_eq {C : ℝ} (hC : 0 < C) (A b g Q : ℝ) :
    IsLeast (Set.range fun e : ℝ => landauEnergy A b g C Q e)
      (strainRelaxedEnergy A b g C Q) ∧
    strainRelaxedEnergy A b g C Q = A / 2 * Q ^ 2 + (b - 2 * g ^ 2 / C) / 4 * Q ^ 4 := by
  -- complete the square in the strain
  have key : ∀ e : ℝ, landauEnergy A b g C Q e =
      A / 2 * Q ^ 2 + (b - 2 * g ^ 2 / C) / 4 * Q ^ 4 + C / 2 * (e + g * Q ^ 2 / C) ^ 2 := by
    intro e
    unfold landauEnergy
    field_simp
    ring
  have hl : IsLeast (Set.range fun e : ℝ => landauEnergy A b g C Q e)
      (A / 2 * Q ^ 2 + (b - 2 * g ^ 2 / C) / 4 * Q ^ 4) := by
    constructor
    · refine ⟨-(g * Q ^ 2 / C), ?_⟩
      show landauEnergy A b g C Q (-(g * Q ^ 2 / C)) = _
      rw [key]
      ring
    · rintro _ ⟨e, rfl⟩
      show _ ≤ landauEnergy A b g C Q e
      rw [key e]
      have : 0 ≤ C / 2 * (e + g * Q ^ 2 / C) ^ 2 := by positivity
      linarith
  have heq : strainRelaxedEnergy A b g C Q =
      A / 2 * Q ^ 2 + (b - 2 * g ^ 2 / C) / 4 * Q ^ 4 := hl.csInf_eq
  exact ⟨heq ▸ hl, heq⟩

/-- The modulus `C - 2 g²/b` and the quartic coefficient `(b - 2 g²/C)/4` are each positive
exactly when `2 g² < b C`. -/
theorem common_stability_threshold {b C : ℝ} (hb : 0 < b) (hC : 0 < C) (g : ℝ) :
    (0 < C - 2 * g ^ 2 / b ↔ 2 * g ^ 2 < b * C) ∧
    (0 < (b - 2 * g ^ 2 / C) / 4 ↔ 2 * g ^ 2 < b * C) := by
  constructor
  · rw [sub_pos, div_lt_iff₀ hb, mul_comm C b]
  · rw [← div_lt_iff₀ hC]
    constructor <;> intro h <;> linarith

end

end SoftModeStrainCoupling
```

```lean
#print axioms SoftModeStrainCoupling.elastic_modulus
#print axioms SoftModeStrainCoupling.no_modulus_at_transition
#print axioms SoftModeStrainCoupling.strainRelaxedEnergy_eq
#print axioms SoftModeStrainCoupling.common_stability_threshold
```

```
'SoftModeStrainCoupling.elastic_modulus' depends on axioms: [propext, Classical.choice, Quot.sound]
'SoftModeStrainCoupling.no_modulus_at_transition' depends on axioms: [propext, Classical.choice, Quot.sound]
'SoftModeStrainCoupling.strainRelaxedEnergy_eq' depends on axioms: [propext, Classical.choice, Quot.sound]
'SoftModeStrainCoupling.common_stability_threshold' depends on axioms: [propext, Classical.choice, Quot.sound]
```

## How the Lean statements map to the physics

`landauEnergy A b g C Q e` is $F(Q,e)$ with the prefactors used above. `elasticEnergy` is $G$, defined as an infimum over all real $Q$, and `strainRelaxedEnergy` is the infimum over all real $e$. Since Lean gives the infimum of a set of reals that is not bounded below a default value, it matters that `IsLeast` statements show both minima to be attained.

The theorem `elastic_modulus` contains the main claim. `deriv (elasticEnergy A b g C)` is the stress as a function of strain, and `HasDerivAt` says that this function is differentiable at `e` with the stated slope. The companion `hasDerivAt_elasticEnergy` gives the stress at every strain, the transition included, and `no_modulus_at_transition` says that for `g ≠ 0` the stress has no derivative where `A + 2 * g * e = 0`.

`strainRelaxedEnergy_eq` states the opposite elimination, and `common_stability_threshold` the shared condition $2g^2<bC$.

The two sign conditions enter the two eliminations separately, and only the threshold theorem uses both. For $G$ the sign condition is `0 < b`, which stands for a mode whose energy is bounded below at fixed strain. The strain elimination needs only `0 < C`, which stands for a lattice that resists strain at fixed mode amplitude. Both are assumed, not derived from a microscopic model.

The model is static and classical, with one scalar mode, one scalar strain and constant coefficients. It leaves out fluctuations, spatial variation, sixth-order terms and a coupling linear in $Q$. The modulus is the one measured when the mode has time to relax fully. If $Q$ is an ionic displacement, eliminating it shows, within this one-mode model, the difference between clamped-ion and relaxed-ion elastic constants in electronic-structure calculations: $C$ is the clamped value, and $G''$ includes the internal relaxation.

## How the proofs follow the algebra

**The minimum over $Q$.** In `isLeast_over_mode`, the local identity `key` is the completed square for an arbitrary `m`, proved by `field_simp` and `ring`. The proof then replaces `min (A + 2 * g * e) 0` by a variable `m`, keeping only the three facts used above: $m\le0$, $m\le x$, and $m=x$ or $m=0$. The amplitude `Real.sqrt (-m / b)` attains the value, and the two nonnegative terms give the lower bound. `elasticEnergy_eq` turns this into the closed form of $G$.

**The stress.** `hasDerivAt_min_sq` treats all points at once. It shows that the remainder

$$\min(y,0)^2-\min(x,0)^2-2\min(x,0)(y-x)$$

is at most $(y-x)^2$ in absolute value, with `x` now any real number. The four sign combinations of `x` and `y` are settled by `nlinarith`, and $(y-x)^2$ is negligible compared with $y-x$ as $y\to x$. `hasDerivAt_elasticEnergy` then applies the chain rule to the closed form.

**The two moduli.** `elastic_modulus` first rewrites the stress by its formula. A strict inequality for $A+2ge$ persists in a neighbourhood of `e`, by continuity, so the minimum can be replaced there by $0$ or by $A+2ge$. The stress is then locally an affine function, whose slope is read off; `congr_of_eventuallyEq` carries that slope back to the stress.

**The kink.** `no_modulus_at_transition` argues by contradiction. It writes the strain as $e+x/(2g)$, so that $x$ measures the distance from the transition, and uses $|x|=x-2\min(x,0)$ to express the absolute value through the stress. If the stress were differentiable at the transition, $|x|$ would be differentiable at zero, which is false.

**The strain elimination and the threshold.** `strainRelaxedEnergy_eq` completes the square in `e` and attains the minimum at `-(g * Q ^ 2 / C)`. `common_stability_threshold` clears the positive denominators `b` and `C` in the two inequalities.
